# A Gaussian upper bound on the integrated exponential decay factor for pair creation by a photon in a crossed field

For a photon of quantum parameter χ > 0 creating a pair in a crossed field, the model takes the decay factor exp(−2/(3χx(1−x))), where x is the energy fraction given to one particle. The failing theorem, `pairIntegral_le_gaussian`, states that the integral of this factor over 0 < x < 1 is at most √(3πχ/32) exp(−8/(3χ)). It bounds the integral of the exponential factor alone, with no rate prefactor. The attempt bounds the factor pointwise by a Gaussian centred at equal energy sharing, x = 1/2, then extends the Gaussian's integral from the unit interval to the whole line and evaluates it there.

As first written in Lean, the proof fails:

```lean
import Mathlib

open MeasureTheory Filter Topology Set

namespace PairIntegralLeGaussian

noncomputable section

/-- Decay factor for pair creation by a photon of quantum parameter `χ` in a crossed field,
with energy fraction `x` given to one particle; the domain is `χ > 0`, `0 < x < 1`. -/
def decayFactor (χ x : ℝ) : ℝ := Real.exp (-2 / (3 * χ * (x * (1 - x))))

/-- The decay factor integrated over all energy fractions between 0 and 1, for `χ > 0`. -/
def pairIntegral (χ : ℝ) : ℝ := ∫ x in Ioo (0 : ℝ) 1, decayFactor χ x

/-- For `χ > 0` and `0 < x < 1` the decay factor is at most `exp (-8/(3χ))` times a Gaussian centred
at equal energy sharing, `x = 1/2`. -/
theorem decayFactor_le_gaussian {χ x : ℝ} (hχ : 0 < χ) (hx : x ∈ Ioo (0 : ℝ) 1) :
    decayFactor χ x ≤
      Real.exp (-8 / (3 * χ)) * Real.exp (-(32 / (3 * χ)) * (x - 1 / 2) ^ 2) := by
  have hp : 0 < x * (1 - x) := mul_pos hx.1 (sub_pos.mpr hx.2)
  rw [decayFactor, ← Real.exp_add]
  apply Real.exp_le_exp.mpr
  have hsq : (x - 1 / 2) ^ 2 = 1 / 4 - x * (1 - x) := by ring
  rw [hsq]
  generalize x * (1 - x) = p at hp
  -- the gap between the two exponents is a square times a positive factor
  have key : -8 / (3 * χ) + -(32 / (3 * χ)) * (1 / 4 - p) - -2 / (3 * χ * p)
      = 2 * (4 * p - 1) ^ 2 / (3 * χ * p) := by
    field_simp
    ring
  have hnn : 0 ≤ 2 * (4 * p - 1) ^ 2 / (3 * χ * p) := by positivity
  linarith

/-- For `χ > 0` the Gaussian envelope of the decay factor is integrable over the real line. -/
theorem integrable_envelope {χ : ℝ} (hχ : 0 < χ) :
    Integrable (fun x : ℝ =>
      Real.exp (-8 / (3 * χ)) * Real.exp (-(32 / (3 * χ)) * (x - 1 / 2) ^ 2)) := by
  have hb : 0 < 32 / (3 * χ) := by positivity
  exact ((integrable_exp_neg_mul_sq hb).comp_sub_right (1 / 2)).const_mul _

/-- For `χ > 0` the decay factor is integrable over the energy fractions in `(0,1)`. -/
theorem integrableOn_decayFactor {χ : ℝ} (hχ : 0 < χ) :
    IntegrableOn (decayFactor χ) (Ioo 0 1) := by
  have hm : Measurable (decayFactor χ) := by
    unfold decayFactor
    fun_prop
  refine Integrable.mono' (integrable_envelope hχ).integrableOn hm.aestronglyMeasurable ?_
  refine ae_restrict_of_forall_mem measurableSet_Ioo (fun x hx => ?_)
  have hnn : 0 ≤ decayFactor χ x := (Real.exp_pos _).le
  rw [Real.norm_of_nonneg hnn]
  exact decayFactor_le_gaussian hχ hx

/-- For every `χ > 0` the integrated decay factor is at most
`√(3πχ/32) exp (-8/(3χ))`. -/
theorem pairIntegral_le_gaussian {χ : ℝ} (hχ : 0 < χ) :
    pairIntegral χ ≤ √(3 * Real.pi * χ / 32) * Real.exp (-8 / (3 * χ)) := by
  have h1 := setIntegral_mono_on (integrableOn_decayFactor hχ)
    (integrable_envelope hχ).integrableOn measurableSet_Ioo
    (fun x hx => decayFactor_le_gaussian hχ hx)
  -- extend the Gaussian to the whole line
  have h2 := setIntegral_le_integral (s := Ioo (0 : ℝ) 1) (integrable_envelope hχ)
    (Eventually.of_forall fun x => by positivity)
  have h3 := integral_sub_right_eq_self (μ := volume)
    (fun x : ℝ => Real.exp (-(32 / (3 * χ)) * x ^ 2)) (1 / 2)
  have h4 : Real.pi / (32 / (3 * χ)) = 3 * Real.pi * χ / 32 := by
    field_simp
  rw [integral_const_mul, h3, integral_gaussian, h4, mul_comm] at h2
  exact h1.trans h2

end

end PairIntegralLeGaussian
```

The error:

```
Main.lean:68:26: error: Tactic `rewrite` failed: Did not find an occurrence of the pattern
  ∫ (x : ℝ), Real.exp (-(32 / (3 * χ)) * (x - 1 / 2) ^ 2)
in the target expression
  Real.exp (-8 / (3 * χ)) * ∫ (a : ℝ) in Ioo 0 1, Real.exp (-(32 / (3 * χ)) * (a - 1 / 2) ^ 2) ≤
    ∫ (x : ℝ), Real.exp (-8 / (3 * χ)) * Real.exp (-(32 / (3 * χ)) * (x - 1 / 2) ^ 2)

χ : ℝ
hχ : 0 < χ
h1 :
  ∫ (x : ℝ) in Ioo 0 1, decayFactor χ x ≤
    ∫ (x : ℝ) in Ioo 0 1, Real.exp (-8 / (3 * χ)) * Real.exp (-(32 / (3 * χ)) * (x - 1 / 2) ^ 2)
h2 :
  Real.exp (-8 / (3 * χ)) * ∫ (a : ℝ) in Ioo 0 1, Real.exp (-(32 / (3 * χ)) * (a - 1 / 2) ^ 2) ≤
    ∫ (x : ℝ), Real.exp (-8 / (3 * χ)) * Real.exp (-(32 / (3 * χ)) * (x - 1 / 2) ^ 2)
h3 : ∫ (x : ℝ), Real.exp (-(32 / (3 * χ)) * (x - 1 / 2) ^ 2) = ∫ (x : ℝ), Real.exp (-(32 / (3 * χ)) * x ^ 2)
h4 : Real.pi / (32 / (3 * χ)) = 3 * Real.pi * χ / 32
⊢ pairIntegral χ ≤ √(3 * Real.pi * χ / 32) * Real.exp (-8 / (3 * χ))
```

The error says that `rw` cannot find the whole-line integral of the shifted Gaussian, the left side of `h3`, in `h2`. The step before it, `integral_const_mul`, is what left `h2` in the wrong form. `h2` has an integral on each side, over `Ioo 0 1` on the left and over the whole line on the right. The rewrite matched the left one first, which fixed the lemma's measure as the restricted one, so the constant came out of that integral only. On the right the constant is still under the integral sign, and the bare Gaussian on the left is integrated over the wrong set for `h3`.

The repair evaluates the whole-line integral in a separate equation, `h5`. That is the only integral in its goal, so `integral_const_mul` acts on it and `h3`, `integral_gaussian` and `h4` then apply. `mul_comm _ _` closes the goal by swapping the two factors. `h2` is no longer rewritten, so its left side still matches the right side of `h1`; the two inequalities chain, and `trans_eq` with `h5` gives the stated bound.

Fix (accepted with no message):

```diff
@@ -66,6 +66,9 @@
   have h4 : Real.pi / (32 / (3 * χ)) = 3 * Real.pi * χ / 32 := by
     field_simp
-  rw [integral_const_mul, h3, integral_gaussian, h4, mul_comm] at h2
-  exact h1.trans h2
+  have h5 : ∫ x : ℝ, Real.exp (-8 / (3 * χ)) * Real.exp (-(32 / (3 * χ)) * (x - 1 / 2) ^ 2)
+      = √(3 * Real.pi * χ / 32) * Real.exp (-8 / (3 * χ)) := by
+    rw [integral_const_mul, h3, integral_gaussian, h4]
+    exact mul_comm _ _
+  exact (h1.trans h2).trans_eq h5
 
 end
```
